# Weinstein's lower bound on the ground-state energy, for a mean energy no higher than the midpoint of the two lowest levels

The theorem `weinstein_le_ground` says that the mean energy minus the standard deviation of the energy is at most the lowest level, provided the mean is no higher than the midpoint of the two lowest levels. The model is a sequence of real levels `E 0`, `E 1`, … that never decreases, with nonnegative weights `p n` of total one and with convergent sums for the mean energy `e` and the mean squared energy `m`; no Hamiltonian or state vector appears. In symbols, the claim is e − √(m − e²) ≤ E₀. If `e` is at or below `E 0`, this holds because a square root is nonnegative; otherwise the attempt shows that every level is at least as far from `e` as `E 0` is, so that the variance is at least (e − E₀)², and then takes square roots.

The first attempt, which Lean rejects:

```lean
import Mathlib

open Real

namespace WeinsteinLeGround

noncomputable section

/-- Weinstein's expression: energy `e` minus the square root of the variance `v`. -/
def weinstein (e v : ℝ) : ℝ := e - √v

/-- Weinstein's lower bound: for nonnegative weights `p` of total one on increasing levels `E`,
with mean energy `e` at or below the midpoint of the two lowest levels and mean squared
energy `m`, Weinstein's expression is at most the lowest level. -/
theorem weinstein_le_ground {p E : ℕ → ℝ} {e m : ℝ} (hp : ∀ n, 0 ≤ p n) (hE : Monotone E)
    (h0 : HasSum p 1) (h1 : HasSum (fun n => p n * E n) e)
    (h2 : HasSum (fun n => p n * E n ^ 2) m) (he : e ≤ (E 0 + E 1) / 2) :
    weinstein e (m - e ^ 2) ≤ E 0 := by
  unfold weinstein
  rcases le_total e (E 0) with hlow | hhigh
  · linarith [Real.sqrt_nonneg (m - e ^ 2)]
  -- every level is at least as far from e as the lowest one
  have hs : HasSum (fun n => p n * ((E n - e) ^ 2 - (e - E 0) ^ 2))
      (m - 2 * e * e + (e ^ 2 - (e - E 0) ^ 2) * 1) := by
    convert (h2.sub (h1.mul_left (2 * e))).add
      (h0.mul_left (e ^ 2 - (e - E 0) ^ 2)) using 1
    funext n
    ring
  have hpos : 0 ≤ m - 2 * e * e + (e ^ 2 - (e - E 0) ^ 2) * 1 := by
    refine hasSum_le (fun n => mul_nonneg (hp n) ?_) hasSum_zero hs
    rcases Nat.eq_zero_or_pos n with rfl | hn
    · exact le_of_eq (by ring)
    · have ha : E 1 ≤ E n := hE hn
      nlinarith
  have hsq : (e - E 0) ^ 2 ≤ m - e ^ 2 := by linarith
  linarith [le_trans (le_abs_self _) (Real.abs_le_sqrt hsq)]

end

end WeinsteinLeGround
```

The compiler's answer:

```
Main.lean:27:4: error: Tactic `apply` failed: could not unify the conclusion of `@funext`
  ?f = ?g
with the goal
  instAddCommMonoid = instAddCommGroup.toAddCommMonoid

Note: The full type of `@funext` is
  ∀ {α : Sort ?u.199} {β : α → Sort ?u.198} {f g : (x : α) → β x}, (∀ (x : α), f x = g x) → f = g

case e'_3
p E : ℕ → ℝ
e m : ℝ
hp : ∀ (n : ℕ), 0 ≤ p n
hE : Monotone E
h0 : HasSum p 1
h1 : HasSum (fun n => p n * E n) e
h2 : HasSum (fun n => p n * E n ^ 2) m
he : e ≤ (E 0 + E 1) / 2
hhigh : E 0 ≤ e
⊢ instAddCommMonoid = instAddCommGroup.toAddCommMonoid
```

Diagnosis. The error is in the proof of `hs`, where the given sums are combined into one. `HasSum` carries an additive structure on the reals as an implicit argument. In the stated sum this is `instAddCommMonoid`, while the term built with `HasSum.sub`, which needs a group, has `instAddCommGroup.toAddCommMonoid`. `convert … using 1` left the equality of these two structures as a goal, and `funext n` met that goal instead of the equality of summands it was written for. As the goal is not an equation between functions, `funext` could not be applied.

The repair states the equality of summands by itself, as `hf`, where `funext n` and `ring` do prove it. `rw [hf]` then puts the summand in the form that the combined term has, and `exact` supplies that term. The two additive structures are equal by definition, which `exact` can check by unfolding them, so no separate goal about them arises.

As a diff, the version that Lean accepts:

```diff
@@ -23,8 +23,10 @@
   have hs : HasSum (fun n => p n * ((E n - e) ^ 2 - (e - E 0) ^ 2))
       (m - 2 * e * e + (e ^ 2 - (e - E 0) ^ 2) * 1) := by
-    convert (h2.sub (h1.mul_left (2 * e))).add
-      (h0.mul_left (e ^ 2 - (e - E 0) ^ 2)) using 1
-    funext n
-    ring
+    have hf : (fun n => p n * ((E n - e) ^ 2 - (e - E 0) ^ 2)) =
+        fun n => p n * E n ^ 2 - 2 * e * (p n * E n) + (e ^ 2 - (e - E 0) ^ 2) * p n := by
+      funext n
+      ring
+    rw [hf]
+    exact (h2.sub (h1.mul_left (2 * e))).add (h0.mul_left (e ^ 2 - (e - E 0) ^ 2))
   have hpos : 0 ≤ m - 2 * e * e + (e ^ 2 - (e - E 0) ^ 2) * 1 := by
     refine hasSum_le (fun n => mul_nonneg (hp n) ?_) hasSum_zero hs
```
